# At fixed orbitals, adding empty states never raises the RPA correlation integrand

## Can a new empty state push the integrand back up?

If a new empty state could raise the RPA correlation integrand, its value with a truncated set of empty states would not always bound its value with a larger set from above, and a steady fall with the number of bands could later reverse. I can't see what forbids this. At imaginary frequency $iu$ the integrand is $\ln\det(1+Q)-\operatorname{tr}Q$, where $Q$ is the symmetrized Coulomb-times-response matrix, built from the noninteracting response and taken with the sign that makes it positive when every empty level lies above every occupied one. More such empty states make $Q$ larger, but then both terms grow, and they enter with opposite signs. The new states are also screened by those already present. Why does the trace always win?

## No: the trace grows at least as much as the logarithm

The trace counts the new response in full. The logarithm sees it screened by the states already present, and grows by no more than the trace of that screened response. Write $f(Q)=\ln\det(1+Q)-\operatorname{tr}Q$, and let $0\le A\le B$, meaning that $A$ and $B-A$ are positive semidefinite. The claim is $f(B)\le f(A)\le 0$.

**One matrix.** Let $M\ge 0$, and let $\mu_i>0$ be the eigenvalues of $1+M$. Since $\ln x\le x-1$,
$$\ln\det(1+M)=\sum_i\ln\mu_i\le\sum_i(\mu_i-1)=\operatorname{tr}M .$$
Equality requires every $\mu_i=1$, and then $\operatorname{tr}M=0$. Taking $M=A$ gives $f(A)\le 0$.

**Splitting the determinant.** Diagonalize $B-A=UDU^\dagger$ with $D\ge 0$ and set $K=D^{1/2}U^\dagger$, so that $B=A+K^\dagger K$. With $R=(1+A)^{-1}$,
$$1+B=(1+A)(1+RK^\dagger K).$$
Because $\det(1+XY)=\det(1+YX)$, this gives
$$\ln\det(1+B)=\ln\det(1+A)+\ln\det(1+M),\qquad M=KRK^\dagger\ge 0 .$$
Here $M$ is the added response, screened by the inverse dielectric matrix $R$.

**Screening lowers the trace.** From $R(1+A)=1=(1+A)R$,
$$1-R=RA=RA(1+A)R=R(A+A^2)R\ge 0 .$$
Hence $\operatorname{tr}K^\dagger K-\operatorname{tr}M=\operatorname{tr}K(1-R)K^\dagger\ge 0$.

**Combining.**
$$f(B)-f(A)=\ln\det(1+M)-\operatorname{tr}K^\dagger K\le\operatorname{tr}M-\operatorname{tr}K^\dagger K\le 0 .$$
If $f(B)=f(A)$, both inequalities are equalities. The first gives $\operatorname{tr}M=0$, the second then gives $\operatorname{tr}K^\dagger K=0$, so $K=0$ and $B=A$.

**Empty states.** For occupied $i$ and empty $a$, let $\varepsilon_i,\varepsilon_a$ be the orbital energies and $w_{ia}$ the vector of the pair density times the square root of the Coulomb interaction. For closed-shell real orbitals,
$$Q(u)=\sum_{i,a}\frac{4(\varepsilon_a-\varepsilon_i)}{(\varepsilon_a-\varepsilon_i)^2+u^2}\,w_{ia}w_{ia}^\dagger .$$
If every empty level lies above every occupied one, each coefficient is positive. Enlarging the empty set adds further terms of this kind, so the new matrix minus the old one is positive semidefinite, and the inequality applies.

### What the Lean theorems say

`rpaIntegrand` is $f$. It takes the real parts of the determinant and the trace, which loses nothing for positive semidefinite matrices because both are then real. The order $0\le A\le B$ appears as two hypotheses, `A.PosSemidef` and `(B - A).PosSemidef`. Under them, `rpaIntegrand_antitone` states both inequalities, and `rpaIntegrand_eq_iff` states that the two integrands agree exactly when $B=A$.

`response` is the sum $Q(u)$. The finite sets `occ` and `virt` hold the occupied and empty orbitals, `ε` the energies, and `w i a` the vector $w_{ia}$; the factor 4 includes spin. In `rpaIntegrand_add_empty_states`, `virt'` is the larger empty set, and `gap` says that all its levels lie strictly above the occupied ones, as in a ground-state filling with a nonzero gap. The vectors `w i a` are otherwise arbitrary.

For RPA calculations in a finite basis, this gives a one-sided check on convergence with the number of empty states, provided that the orbitals, their energies and the basis for the response matrix stay fixed. The theorem treats one frequency at a time and gives no rate of convergence. It does not address fractional occupations, infinite-dimensional response operators, or orbitals that are recomputed when the basis grows. The frequency integral is not formalized either, though a quadrature with positive weights would inherit the inequality term by term.

```lean
import Mathlib

open Matrix
open scoped ComplexOrder

namespace RPAEmptyStates

noncomputable section

variable {n ι : Type*} [Fintype n] [DecidableEq n]

/-- The RPA correlation integrand `ln det(1 + Q) - tr Q` at one imaginary frequency, for a
positive semidefinite symmetrized Coulomb-times-response matrix `Q`. -/
def rpaIntegrand (Q : Matrix n n ℂ) : ℝ :=
  Real.log (1 + Q).det.re - Q.trace.re

/-- The added response `Kᴴ K` seen through the inverse dielectric matrix `(1 + A)⁻¹` of the
response `A` already present, for positive semidefinite `A`. -/
def screenedIncrement (A K : Matrix n n ℂ) : Matrix n n ℂ :=
  K * (1 + A)⁻¹ * Kᴴ

/-- For a positive semidefinite matrix `M`, `ln det(1 + M)` is at most `tr M`, and if the two
are equal then `tr M` vanishes. -/
theorem log_det_one_add_le {M : Matrix n n ℂ} (hM : M.PosSemidef) :
    Real.log (1 + M).det.re ≤ M.trace.re ∧
      (Real.log (1 + M).det.re = M.trace.re → M.trace.re = 0) := by
  have hP : (1 + M).PosDef := Matrix.PosDef.one.add_posSemidef hM
  -- pass to the eigenvalues of the dielectric matrix 1 + M
  obtain ⟨μ, hμ, hdet, htr⟩ : ∃ μ : n → ℝ, (∀ i, 0 < μ i) ∧
      (1 + M).det = ((∏ i, μ i : ℝ) : ℂ) ∧ (1 + M).trace = ((∑ i, μ i : ℝ) : ℂ) := by
    refine ⟨hP.isHermitian.eigenvalues, hP.eigenvalues_pos, ?_, ?_⟩
    · rw [Complex.ofReal_prod]
      exact hP.isHermitian.det_eq_prod_eigenvalues
    · rw [Complex.ofReal_sum]
      exact hP.isHermitian.trace_eq_sum_eigenvalues
  have hlog : Real.log (1 + M).det.re = ∑ i, Real.log (μ i) := by
    rw [hdet, Complex.ofReal_re, Real.log_prod]
    intro i _
    exact (hμ i).ne'
  have htrM : M.trace.re = ∑ i, (μ i - 1) := by
    have h := congrArg Complex.re htr
    rw [trace_add, trace_one, Complex.add_re, Complex.natCast_re, Complex.ofReal_re] at h
    rw [Finset.sum_sub_distrib]
    simp only [Finset.sum_const, Finset.card_univ, nsmul_eq_mul, mul_one]
    linarith
  have hle : ∀ i ∈ Finset.univ, Real.log (μ i) ≤ μ i - 1 :=
    fun i _ => Real.log_le_sub_one_of_pos (hμ i)
  rw [hlog, htrM]
  refine ⟨Finset.sum_le_sum hle, fun h => Finset.sum_eq_zero fun i hi => ?_⟩
  -- equality of the sums forces equality for each eigenvalue
  have h1 := (Finset.sum_eq_sum_iff_of_le hle).1 h i hi
  by_contra hne
  exact (Real.log_lt_sub_one_of_pos (hμ i) (fun h2 => hne (by linarith))).ne h1

/-- The screened increment is positive semidefinite when the response `A` is. -/
theorem screenedIncrement_posSemidef {A : Matrix n n ℂ} (hA : A.PosSemidef)
    (K : Matrix n n ℂ) : (screenedIncrement A K).PosSemidef :=
  (Matrix.PosDef.one.add_posSemidef hA).inv.posSemidef.mul_mul_conjTranspose_same K

/-- For positive semidefinite `A`, adding the response `Kᴴ K` adds to `ln det(1 + A)` the
logarithmic determinant of one plus the screened increment. -/
theorem log_det_add {A : Matrix n n ℂ} (hA : A.PosSemidef) (K : Matrix n n ℂ) :
    Real.log (1 + (A + Kᴴ * K)).det.re =
      Real.log (1 + A).det.re + Real.log (1 + screenedIncrement A K).det.re := by
  have hP : (1 + A).PosDef := Matrix.PosDef.one.add_posSemidef hA
  have hu : IsUnit (1 + A).det := isUnit_iff_ne_zero.2 hP.det_pos.ne'
  -- pull out the dielectric matrix 1 + A
  have h : 1 + (A + Kᴴ * K) = (1 + A) * (1 + ((1 + A)⁻¹ * Kᴴ) * K) := by
    rw [mul_add, mul_one, ← mul_assoc, ← mul_assoc, mul_nonsing_inv _ hu, one_mul, add_assoc]
  have hd : (1 + (A + Kᴴ * K)).det = (1 + A).det * (1 + screenedIncrement A K).det := by
    rw [h, det_mul, det_one_add_mul_comm, screenedIncrement, mul_assoc K]
  have a := Complex.lt_def.1 hP.det_pos
  have b := Complex.lt_def.1
    (Matrix.PosDef.one.add_posSemidef (screenedIncrement_posSemidef hA K)).det_pos
  rw [hd, Complex.mul_re, ← a.2, Complex.zero_im, zero_mul, sub_zero]
  exact Real.log_mul a.1.ne' b.1.ne'

/-- Screening by a positive semidefinite response `A` never increases the trace of the added
response `Kᴴ K`. -/
theorem trace_screenedIncrement_le {A : Matrix n n ℂ} (hA : A.PosSemidef)
    (K : Matrix n n ℂ) : (screenedIncrement A K).trace.re ≤ (Kᴴ * K).trace.re := by
  have hP : (1 + A).PosDef := Matrix.PosDef.one.add_posSemidef hA
  have hu : IsUnit (1 + A).det := isUnit_iff_ne_zero.2 hP.det_pos.ne'
  have hR1 := nonsing_inv_mul _ hu
  have hR2 := mul_nonsing_inv _ hu
  have hRh : ((1 + A)⁻¹)ᴴ = (1 + A)⁻¹ := hP.inv.isHermitian.eq
  unfold screenedIncrement
  generalize (1 + A)⁻¹ = R at hR1 hR2 hRh ⊢
  -- 1 - R is a congruence transform of A + A², hence positive semidefinite
  have e : 1 - R = R * (A + Aᴴ * A) * Rᴴ := by
    rw [hRh, hA.isHermitian.eq]
    calc 1 - R = R * (1 + A) - R := by rw [hR1]
      _ = R * A := by noncomm_ring
      _ = R * A * ((1 + A) * R) := by rw [hR2, mul_one]
      _ = R * (A + A * A) * R := by noncomm_ring
  have hpos : (1 - R).PosSemidef := by
    rw [e]
    exact (hA.add (posSemidef_conjTranspose_mul_self A)).mul_mul_conjTranspose_same R
  have h := (Complex.le_def.1 (hpos.mul_mul_conjTranspose_same K).trace_nonneg).1
  have hs : K * (1 - R) * Kᴴ = K * Kᴴ - K * R * Kᴴ := by noncomm_ring
  rw [hs, trace_sub, Complex.sub_re, trace_mul_comm K Kᴴ, Complex.zero_re] at h
  linarith

/-- If `B - A` is positive semidefinite, then `B` arises from `A` by adding a response of the
form `Kᴴ K`. -/
theorem exists_added_response {A B : Matrix n n ℂ} (hAB : (B - A).PosSemidef) :
    ∃ K : Matrix n n ℂ, B = A + Kᴴ * K := by
  obtain ⟨U, μ, hμ, h⟩ : ∃ (U : Matrix n n ℂ) (μ : n → ℝ), (∀ i, 0 ≤ μ i) ∧
      B - A = U * diagonal (fun i => (μ i : ℂ)) * Uᴴ :=
    ⟨hAB.isHermitian.eigenvectorUnitary, hAB.isHermitian.eigenvalues,
      hAB.eigenvalues_nonneg, hAB.isHermitian.spectral_theorem⟩
  -- take square roots of the eigenvalues
  have hd : (diagonal (fun i => (Real.sqrt (μ i) : ℂ)))ᴴ *
      diagonal (fun i => (Real.sqrt (μ i) : ℂ)) = diagonal (fun i => (μ i : ℂ)) := by
    rw [diagonal_conjTranspose, diagonal_mul_diagonal]
    refine congrArg diagonal (funext fun i => ?_)
    simp only [Pi.star_apply, Complex.star_def, Complex.conj_ofReal]
    rw [← Complex.ofReal_mul, Real.mul_self_sqrt (hμ i)]
  refine ⟨diagonal (fun i => (Real.sqrt (μ i) : ℂ)) * Uᴴ, sub_eq_iff_eq_add'.1 ?_⟩
  rw [h, ← hd, conjTranspose_mul, conjTranspose_conjTranspose]
  simp only [mul_assoc]

/-- If `0 ≤ A ≤ B` in the positive semidefinite order, the RPA correlation integrand of `B` is
at most that of `A`, which is at most zero. -/
theorem rpaIntegrand_antitone {A B : Matrix n n ℂ} (hA : A.PosSemidef)
    (hAB : (B - A).PosSemidef) :
    rpaIntegrand B ≤ rpaIntegrand A ∧ rpaIntegrand A ≤ 0 := by
  refine ⟨?_, sub_nonpos.2 (log_det_one_add_le hA).1⟩
  obtain ⟨K, hB⟩ := exists_added_response hAB
  have h1 := (log_det_one_add_le (screenedIncrement_posSemidef hA K)).1
  have h2 := trace_screenedIncrement_le hA K
  rw [hB, rpaIntegrand, rpaIntegrand, log_det_add hA, trace_add, Complex.add_re]
  linarith

/-- If `0 ≤ A ≤ B` in the positive semidefinite order, the two RPA integrands agree exactly
when the response matrices agree. -/
theorem rpaIntegrand_eq_iff {A B : Matrix n n ℂ} (hA : A.PosSemidef)
    (hAB : (B - A).PosSemidef) : rpaIntegrand B = rpaIntegrand A ↔ B = A := by
  refine ⟨fun h => ?_, fun h => by rw [h]⟩
  obtain ⟨K, hB⟩ := exists_added_response hAB
  obtain ⟨h1, h3⟩ := log_det_one_add_le (screenedIncrement_posSemidef hA K)
  have h2 := trace_screenedIncrement_le hA K
  rw [hB, rpaIntegrand, rpaIntegrand, log_det_add hA, trace_add, Complex.add_re] at h
  have h4 := h3 (by linarith)
  -- the added response has zero trace, so it vanishes
  have h5 : (Kᴴ * K).trace = 0 := by
    have h6 := Complex.le_def.1 (posSemidef_conjTranspose_mul_self K).trace_nonneg
    apply Complex.ext
    · rw [Complex.zero_re]
      linarith
    · exact h6.2.symm
  have hK0 : K = 0 := trace_conjTranspose_mul_self_eq_zero_iff.1 h5
  rw [hB, hK0, mul_zero, add_zero]

/-- The symmetrized Coulomb-times-response matrix, with the sign that makes it positive
semidefinite, at imaginary frequency `iu` for closed-shell real orbitals with energies `ε`, where
each empty level lies above each occupied one; `w i a` holds the pair density of `i` and `a` times
the square root of the Coulomb interaction. -/
def response (occ virt : Finset ι) (ε : ι → ℝ) (w : ι → ι → n → ℂ) (u : ℝ) :
    Matrix n n ℂ :=
  ∑ i ∈ occ, ∑ a ∈ virt,
    ((4 * (ε a - ε i) / ((ε a - ε i) ^ 2 + u ^ 2) : ℝ) : ℂ) • vecMulVec (w i a) (star (w i a))

omit [DecidableEq n] in
/-- The response matrix is positive semidefinite when every empty level lies above every
occupied level. -/
theorem response_posSemidef {occ virt : Finset ι} {ε : ι → ℝ}
    (gap : ∀ i ∈ occ, ∀ a ∈ virt, ε i < ε a) (w : ι → ι → n → ℂ) (u : ℝ) :
    (response occ virt ε w u).PosSemidef := by
  refine posSemidef_sum _ fun i hi => posSemidef_sum _ fun a ha => ?_
  have hg : 0 < ε a - ε i := sub_pos.2 (gap i hi a ha)
  exact (posSemidef_vecMulVec_self_star (w i a)).smul (Complex.zero_le_real.2 (by positivity))

/-- If all empty levels, old and new, lie above all occupied levels, then adding empty states at
fixed orbitals never raises the RPA correlation integrand at any imaginary frequency. -/
theorem rpaIntegrand_add_empty_states {occ virt virt' : Finset ι} {ε : ι → ℝ}
    (hsub : virt ⊆ virt') (gap : ∀ i ∈ occ, ∀ a ∈ virt', ε i < ε a)
    (w : ι → ι → n → ℂ) (u : ℝ) :
    rpaIntegrand (response occ virt' ε w u) ≤ rpaIntegrand (response occ virt ε w u) := by
  classical
  -- the difference is the response of the added empty states
  have h : response occ virt' ε w u - response occ virt ε w u =
      response occ (virt' \ virt) ε w u := by
    unfold response
    rw [← Finset.sum_sub_distrib]
    refine Finset.sum_congr rfl fun i _ => ?_
    rw [← Finset.sum_sdiff hsub, add_sub_cancel_right]
  refine (rpaIntegrand_antitone
    (response_posSemidef (fun i hi a ha => gap i hi a (hsub ha)) w u) ?_).1
  rw [h]
  exact response_posSemidef (fun i hi a ha => gap i hi a (Finset.mem_sdiff.1 ha).1) w u

end

end RPAEmptyStates
```

```lean
#print axioms RPAEmptyStates.rpaIntegrand_eq_iff
-- 'RPAEmptyStates.rpaIntegrand_eq_iff' depends on axioms: [propext, Classical.choice, Quot.sound]
#print axioms RPAEmptyStates.rpaIntegrand_add_empty_states
-- 'RPAEmptyStates.rpaIntegrand_add_empty_states' depends on axioms: [propext, Classical.choice, Quot.sound]
```

### From the derivation to the Lean proof

`log_det_one_add_le` is the one-matrix step. It extracts the eigenvalues `μ` of `1 + M`, rewrites both sides as sums and compares them term by term. For equality, `Finset.sum_eq_sum_iff_of_le` passes from equal sums to equal terms, and the strict form of the logarithm bound then forces each eigenvalue to be 1.

`exists_added_response` builds $K$ from the spectral theorem and square roots of the eigenvalues. `screenedIncrement` is $M=KRK^\dagger$, and `screenedIncrement_posSemidef` gives its positivity. `log_det_add` factors out `1 + A` and applies `det_one_add_mul_comm`. Both determinants are positive, so the logarithm of their product splits.

In `trace_screenedIncrement_le`, the inverse is replaced by a symbol `R` of which only the two inverse identities and Hermiticity are kept. The `calc` block is the chain for $1-R$ above, and the nonnegative trace of $K(1-R)K^\dagger$ gives the bound.

`rpaIntegrand_antitone` substitutes $B=A+K^\dagger K$ and leaves the final addition of inequalities to `linarith`. `rpaIntegrand_eq_iff` follows the equality case to a vanishing trace of $K^\dagger K$, and so to $K=0$.

`response_posSemidef` checks positivity pair by pair. The last theorem uses `Finset.sum_sdiff` to identify the difference of the two responses with the response of `virt' \ virt`, the added states, and then applies `rpaIntegrand_antitone`.
